# A PAW pseudo-density plus its on-site correction gives hydrogen's 1s X-ray form factor, if the densities match outside the sphere

Let $n(r)=4e^{-2r}$ be $4\pi$ times the 1s electron density of hydrogen in atomic units, and let $c\ge 0$ be the radius of an augmentation sphere. Let $\tilde n$ be a pseudo-density that is continuous on $[0,c]$ and equal to $n$ for $r\ge c$. Then, for every real $q$,

$$\int_0^\infty \tilde n(r)\,r^2\,\mathrm{sinc}(qr)\,dr+\int_0^c\bigl(n(r)-\tilde n(r)\bigr)r^2\,\mathrm{sinc}(qr)\,dr=\frac{1}{(1+q^2/4)^2},$$

where $\mathrm{sinc}\,x=\sin x/x$ and $\mathrm{sinc}\,0=1$. The shape of $\tilde n$ inside the sphere does not affect the sum. The second integral is the on-site correction to add when the X-ray form factor is computed from such a pseudo-density.

In Lean 4 with Mathlib:

```lean
import Mathlib

open MeasureTheory Set Filter Topology

namespace PAWFormFactor

noncomputable section
```

## Form factor, on-site term and densities

The form factor is the Fourier transform of the electron density $\rho$. For a spherical $\rho$ the angular integral leaves $4\pi\int_0^\infty\rho(r)\,r^2\,\mathrm{sinc}(qr)\,dr$. With $n=4\pi\rho$ this becomes

$$F[n](q)=\int_0^\infty n(r)\,r^2\,\mathrm{sinc}(qr)\,dr .$$

In `formFactor`, the set `Ioi 0` is the half-line $r>0$, and `q` is the magnitude of the momentum transfer in inverse bohr, although the definition accepts any real number. Since `Real.sinc` is 1 at zero, forward scattering is included.

```lean
/-- X-ray form factor of a spherical density `n` (with the factor `4π` absorbed in `n`):
the integral of `n(r) r² sinc(qr)` over `r > 0`, where `sinc x = sin x / x` and `sinc 0 = 1`. -/
def formFactor (n : ℝ → ℝ) (q : ℝ) : ℝ :=
  ∫ r in Ioi (0 : ℝ), n r * r ^ 2 * Real.sinc (q * r)
```

The on-site term is the same integral of $n-\tilde n$, restricted to the sphere:

$$\Delta(q)=\int_0^c\bigl(n(r)-\tilde n(r)\bigr)r^2\,\mathrm{sinc}(qr)\,dr .$$

The code writes `nt` for $\tilde n$ and `Ioc 0 c` for $0<r\le c$. Here $\Delta$ uses the exact densities inside the sphere. A PAW calculation builds its on-site densities from a finite set of partial waves, and the resulting truncation error is not modelled.

```lean
/-- On-site PAW correction: the scattering integral of the true density `n` minus the
pseudo-density `nt` inside the augmentation sphere of radius `c`. -/
def onsiteCorrection (n nt : ℝ → ℝ) (c q : ℝ) : ℝ :=
  ∫ r in Ioc (0 : ℝ) c, (n r - nt r) * r ^ 2 * Real.sinc (q * r)
```

The normalised 1s orbital is $e^{-r}/\sqrt\pi$, so $\rho=e^{-2r}/\pi$ and $4\pi\rho=4e^{-2r}$.

```lean
/-- Hydrogen 1s density in atomic units, multiplied by `4π`. -/
def hydrogenDensity (r : ℝ) : ℝ := 4 * Real.exp (-2 * r)
```

A concrete pseudo-density keeps the value $4e^{-2c}$ throughout the sphere and follows hydrogen outside it. Both cases are covered by $\tilde n(r)=n(\max(r,c))$. For $c>0$ its slope jumps at $r=c$, whereas PAW smooth partial waves join the true ones smoothly, so this is a simple test case and not a realistic PAW density.

```lean
/-- A pseudo-density that follows hydrogen outside the radius `c` and is constant inside. -/
def flatCoreDensity (c r : ℝ) : ℝ := hydrogenDensity (max r c)
```

## Finite charge gives a convergent scattering integral

Since $|\mathrm{sinc}\,x|\le 1$,

$$\bigl|n(r)\,r^2\,\mathrm{sinc}(qr)\bigr|\le\bigl|n(r)\,r^2\bigr| ,$$

so integrability of $n r^2$ on a region carries over to the scattering integrand at every $q$. The proof applies this comparison through `Integrable.mono`; continuity of sinc supplies measurability.

```lean
/-- If `n(r) r²` is integrable on a region, so is the scattering integrand at every `q`. -/
theorem integrable_scattering {n : ℝ → ℝ} {s : Set ℝ}
    (h : IntegrableOn (fun r => n r * r ^ 2) s) (q : ℝ) :
    IntegrableOn (fun r => n r * r ^ 2 * Real.sinc (q * r)) s := by
  have hc : Continuous fun r : ℝ => Real.sinc (q * r) :=
    Real.continuous_sinc.comp (by fun_prop)
  refine Integrable.mono h (h.1.mul hc.aestronglyMeasurable) (ae_of_all _ fun r => ?_)
  rw [norm_mul]
  exact mul_le_of_le_one_right (norm_nonneg _)
    (abs_le.2 ⟨Real.neg_one_le_sinc _, Real.sinc_le_one _⟩)
```

## The reconstruction error lives outside the sphere

Take any two densities with $n r^2$ and $\tilde n r^2$ integrable on $r>0$. Splitting $F[\tilde n]$ at $r=c$ and adding $\Delta$ cancels the pseudo-density inside:

$$F[\tilde n](q)+\Delta(q)=\int_0^c n\,r^2\,\mathrm{sinc}(qr)\,dr+\int_c^\infty\tilde n\,r^2\,\mathrm{sinc}(qr)\,dr .$$

Subtracting $F[n]$, split in the same way, leaves

$$F[\tilde n](q)+\Delta(q)-F[n](q)=\int_c^\infty(\tilde n-n)\,r^2\,\mathrm{sinc}(qr)\,dr .$$

In the proof, `split` cuts the half-line at $c$, while `hin` and `hout` separate the integrals of differences. The final `ring` performs the cancellation.

```lean
/-- For densities with integrable `n r²` and `nt r²`, the error of the PAW-reconstructed form
factor is the scattering integral of `nt - n` outside the augmentation sphere. -/
theorem reconstruction_defect {n nt : ℝ → ℝ} {c : ℝ} (hc : 0 ≤ c)
    (hn : IntegrableOn (fun r => n r * r ^ 2) (Ioi 0))
    (hnt : IntegrableOn (fun r => nt r * r ^ 2) (Ioi 0)) (q : ℝ) :
    formFactor nt q + onsiteCorrection n nt c q - formFactor n q =
      ∫ r in Ioi c, (nt r - n r) * r ^ 2 * Real.sinc (q * r) := by
  have i1 := integrable_scattering hn q
  have i2 := integrable_scattering hnt q
  have sIn : Ioc 0 c ⊆ Ioi (0 : ℝ) := fun r hr => hr.1
  have sOut : Ioi c ⊆ Ioi (0 : ℝ) := Ioi_subset_Ioi hc
  -- split each form factor at the sphere boundary
  have split (m : ℝ → ℝ) (hm : IntegrableOn m (Ioi 0)) :
      ∫ r in Ioi (0 : ℝ), m r = (∫ r in Ioc 0 c, m r) + ∫ r in Ioi c, m r := by
    rw [← Ioc_union_Ioi_eq_Ioi hc]
    exact setIntegral_union (Ioc_disjoint_Ioi le_rfl) measurableSet_Ioi
      (hm.mono_set sIn) (hm.mono_set sOut)
  have hin : onsiteCorrection n nt c q =
      (∫ r in Ioc 0 c, n r * r ^ 2 * Real.sinc (q * r)) -
        ∫ r in Ioc 0 c, nt r * r ^ 2 * Real.sinc (q * r) := by
    rw [← integral_sub (i1.mono_set sIn) (i2.mono_set sIn), onsiteCorrection]
    congr 1
    funext r
    ring
  have hout : ∫ r in Ioi c, (nt r - n r) * r ^ 2 * Real.sinc (q * r) =
      (∫ r in Ioi c, nt r * r ^ 2 * Real.sinc (q * r)) -
        ∫ r in Ioi c, n r * r ^ 2 * Real.sinc (q * r) := by
    rw [← integral_sub (i2.mono_set sOut) (i1.mono_set sOut)]
    congr 1
    funext r
    ring
  rw [hin, hout, formFactor, formFactor, split _ i1, split _ i2]
  ring
```

If $\tilde n=n$ for $r>c$, the right-hand side vanishes and $F[\tilde n]+\Delta=F[n]$. This matching condition stands for the PAW construction in which smooth and true wave functions coincide outside the augmentation sphere. It is assumed here, not derived from a PAW transformation.

Integrability of $\tilde n r^2$ is required only inside the sphere, because outside it is inherited from $n$. The two regions are joined in `hall`, after which the previous theorem applies. The pseudo-density need not carry the right charge inside the sphere.

```lean
/-- PAW reconstruction is exact for every density with integrable `n r²`, if the pseudo-density
equals `n` outside the sphere and `nt r²` is integrable inside it. -/
theorem reconstruction_exact {n nt : ℝ → ℝ} {c : ℝ} (hc : 0 ≤ c)
    (hn : IntegrableOn (fun r => n r * r ^ 2) (Ioi 0))
    (hnt : IntegrableOn (fun r => nt r * r ^ 2) (Ioc 0 c))
    (hmatch : ∀ r, c < r → nt r = n r) (q : ℝ) :
    formFactor nt q + onsiteCorrection n nt c q = formFactor n q := by
  have hout : IntegrableOn (fun r => nt r * r ^ 2) (Ioi c) :=
    (hn.mono_set (Ioi_subset_Ioi hc)).congr_fun
      (fun r hr => by simp only [hmatch r hr]) measurableSet_Ioi
  have hall : IntegrableOn (fun r => nt r * r ^ 2) (Ioi 0) := by
    rw [← Ioc_union_Ioi_eq_Ioi hc]
    exact hnt.union hout
  have h := reconstruction_defect hc hn hall q
  rw [setIntegral_eq_zero_of_forall_eq_zero
    (fun r hr => by rw [hmatch r hr, sub_self, zero_mul, zero_mul])] at h
  linarith
```

## Two primitives for hydrogen

Evaluating $F[n]$ requires boundary terms that vanish at infinity. From $x^k e^{-x}\to 0$ with $x=2r$,

$$r^k e^{-2r}=2^{-k}(2r)^k e^{-2r}\to 0\qquad(k=0,1,2,\dots).$$

```lean
/-- Every natural-number power of `r` times the hydrogenic exponential `exp(-2r)` vanishes at large
`r`. -/
theorem exp_decay (k : ℕ) :
    Tendsto (fun r : ℝ => r ^ k * Real.exp (-2 * r)) atTop (𝓝 0) := by
  have h := ((Real.tendsto_pow_mul_exp_neg_atTop_nhds_zero k).comp
    (tendsto_id.const_mul_atTop (two_pos : (0 : ℝ) < 2))).const_mul ((1 / 2 : ℝ) ^ k)
  rw [mul_zero] at h
  refine h.congr fun r => ?_
  simp only [Function.comp_apply, id_eq]
  rw [← mul_assoc, ← mul_pow, show (1 / 2 : ℝ) * (2 * r) = r by ring, neg_mul]
```

For the charge, the product rule gives

$$\frac{d}{dr}\Bigl[-(2r^2+2r+1)e^{-2r}\Bigr]=\bigl[-(4r+2)+2(2r^2+2r+1)\bigr]e^{-2r}=4r^2e^{-2r}.$$

The facts `hP` and `hE` differentiate the polynomial and the exponential.

```lean
/-- An explicit primitive of the radial charge `n(r) r²` of hydrogen. -/
theorem charge_primitive (r : ℝ) :
    HasDerivAt (fun r : ℝ => -((2 * r ^ 2 + 2 * r + 1) * Real.exp (-2 * r)))
      (hydrogenDensity r * r ^ 2) r := by
  have hE : HasDerivAt (fun r : ℝ => Real.exp (-2 * r)) (Real.exp (-2 * r) * (-2)) r :=
    ((hasDerivAt_id' r).const_mul (-2 : ℝ)).exp.congr_deriv (by ring)
  have hP : HasDerivAt (fun r : ℝ => 2 * r ^ 2 + 2 * r + 1) (4 * r + 2) r :=
    ((((hasDerivAt_id' r).fun_pow 2).const_mul (2 : ℝ)).fun_add
      ((hasDerivAt_id' r).const_mul (2 : ℝ)) |>.add_const (1 : ℝ)).congr_deriv
        (by norm_num; ring)
  exact (hP.fun_mul hE).fun_neg.congr_deriv (by simp only [hydrogenDensity]; ring)
```

For $q\neq 0$ the scattering integrand is $4e^{-2r}\,r\sin(qr)/q$. Its primitive comes from the imaginary part of

$$\int r e^{-ar}\,dr=-\Bigl(\frac ra+\frac1{a^2}\Bigr)e^{-ar},\qquad a=2-iq .$$

With $D=4+q^2$, we have $1/a=(2+iq)/D$ and $1/a^2=(4-q^2+4iq)/D^2$. This gives the primitive

$$G(r)=-4e^{-2r}\bigl[A(r)\cos(qr)+B(r)\sin(qr)\bigr],$$

$$A(r)=\frac rD+\frac4{D^2},\qquad B(r)=\frac1q\Bigl(\frac{2r}D+\frac{4-q^2}{D^2}\Bigr).$$

Differentiation confirms it. The coefficient of $\cos(qr)$ in the derivative of the product of $e^{-2r}$ and the bracket is $e^{-2r}$ times

$$A'-2A+qB=\frac1D-\frac{4+q^2}{D^2}=0,$$

and that of $\sin(qr)$ is $e^{-2r}$ times

$$B'-2B-qA=\frac1q\Bigl(\frac2D-r-\frac{8+2q^2}{D^2}\Bigr)=-\frac rq .$$

Multiplying by $-4$ returns the integrand. The proof takes the real form directly: `hE`, `hC`, `hS`, `hA` and `hB` differentiate the factors, `hs` rewrites sinc as a sine, including at $r=0$, and `field_simp` with `ring` checks the coefficients.

```lean
/-- An explicit primitive of hydrogen's scattering integrand at momentum transfer `q ≠ 0`. -/
theorem scattering_primitive {q : ℝ} (hq : q ≠ 0) (r : ℝ) :
    HasDerivAt (fun r : ℝ => -4 * (Real.exp (-2 * r) *
        (Real.cos (q * r) * (r / (4 + q ^ 2) + 4 / (4 + q ^ 2) ^ 2) +
          Real.sin (q * r) * ((2 * r / (4 + q ^ 2) + (4 - q ^ 2) / (4 + q ^ 2) ^ 2) / q))))
      (hydrogenDensity r * r ^ 2 * Real.sinc (q * r)) r := by
  have hD : 4 + q ^ 2 ≠ 0 := by positivity
  have hE : HasDerivAt (fun r : ℝ => Real.exp (-2 * r)) (Real.exp (-2 * r) * (-2)) r :=
    ((hasDerivAt_id' r).const_mul (-2 : ℝ)).exp.congr_deriv (by ring)
  have hC : HasDerivAt (fun r : ℝ => Real.cos (q * r)) (-Real.sin (q * r) * q) r :=
    ((hasDerivAt_id' r).const_mul q).cos.congr_deriv (by ring)
  have hS : HasDerivAt (fun r : ℝ => Real.sin (q * r)) (Real.cos (q * r) * q) r :=
    ((hasDerivAt_id' r).const_mul q).sin.congr_deriv (by ring)
  have hA := ((hasDerivAt_id' r).div_const (4 + q ^ 2)).add_const (4 / (4 + q ^ 2) ^ 2)
  have hB := ((((hasDerivAt_id' r).const_mul (2 : ℝ)).div_const (4 + q ^ 2)).add_const
    ((4 - q ^ 2) / (4 + q ^ 2) ^ 2)).div_const q
  have hs : r ^ 2 * Real.sinc (q * r) = r * Real.sin (q * r) / q := by
    rcases eq_or_ne r 0 with rfl | hr
    · simp
    · rw [Real.sinc_of_ne_zero (mul_ne_zero hq hr)]
      field_simp
  have ht : 4 * Real.exp (-2 * r) * (r * Real.sin (q * r) / q) =
      hydrogenDensity r * r ^ 2 * Real.sinc (q * r) := by
    rw [mul_assoc (hydrogenDensity r), hs, hydrogenDensity]
  refine ((hE.fun_mul ((hC.fun_mul hA).fun_add (hS.fun_mul hB))).const_mul
    (-4 : ℝ)).congr_deriv (Eq.trans ?_ ht)
  field_simp
  ring
```

## The closed form at every momentum transfer

Exactness reduces the claim to $F[n](q)$. For $q=0$ the charge primitive gives

$$F[n](0)=0-(-1)=1,$$

which counts the one electron. For $q\neq0$, $G$ vanishes at infinity because it is a decaying factor times bounded oscillations, and therefore

$$F[n](q)=-G(0)=\frac{16}{(4+q^2)^2}=\frac1{(1+q^2/4)^2}.$$

In `hydrogen_paw_form_factor`, `hcont` states continuity on the closed interval $[0,c]$, which makes $\tilde n r^2$ integrable there, and `hmatch` states equality from $r=c$ outwards. The case $c=0$ is allowed and has no on-site term.

The limit `limC` and the non-negativity of $n r^2$ establish that hydrogen's charge is integrable. After `reconstruction_exact` has removed $\tilde n$, the proof separates $q=0$ from $q\neq0$. The helper `lin` shows that the oscillating terms vanish at infinity, and `integral_Ioi_of_hasDerivAt_of_tendsto'` evaluates each integral from its primitive.

```lean
/-- For a pseudo-density continuous on `[0, c]` and equal to hydrogen's density for `r ≥ c`, the
pseudo form factor plus the on-site correction is `1 / (1 + q²/4)²` at every `q`. -/
theorem hydrogen_paw_form_factor {nt : ℝ → ℝ} {c : ℝ} (hc : 0 ≤ c)
    (hcont : ContinuousOn nt (Icc 0 c))
    (hmatch : ∀ r, c ≤ r → nt r = hydrogenDensity r) (q : ℝ) :
    formFactor nt q + onsiteCorrection hydrogenDensity nt c q = 1 / (1 + q ^ 2 / 4) ^ 2 := by
  have limC : Tendsto (fun r : ℝ => -((2 * r ^ 2 + 2 * r + 1) * Real.exp (-2 * r)))
      atTop (𝓝 0) := by
    have h := (((exp_decay 2).const_mul (-2)).add ((exp_decay 1).const_mul (-2))).add
      ((exp_decay 0).const_mul (-1))
    simp only [mul_zero, add_zero] at h
    exact h.congr fun r => by ring
  have hn : IntegrableOn (fun r => hydrogenDensity r * r ^ 2) (Ioi 0) :=
    integrableOn_Ioi_deriv_of_nonneg' (fun r _ => charge_primitive r)
      (fun r _ => by unfold hydrogenDensity; positivity) limC
  have hnt : IntegrableOn (fun r => nt r * r ^ 2) (Ioc 0 c) :=
    (ContinuousOn.integrableOn_Icc (hcont.mul (by fun_prop))).mono_set Ioc_subset_Icc_self
  rw [reconstruction_exact hc hn hnt (fun r hr => hmatch r hr.le) q, formFactor]
  rcases eq_or_ne q 0 with rfl | hq
  · -- forward scattering counts the electron
    have h := integral_Ioi_of_hasDerivAt_of_tendsto' (a := 0)
      (fun r _ => charge_primitive r) hn limC
    simpa using h
  · -- the primitive is a decaying factor times bounded oscillations
    have lin (a b : ℝ) (g : ℝ → ℝ) (hg : ∀ r, |g r| ≤ 1) :
        Tendsto (fun r : ℝ => (a * r + b) * Real.exp (-2 * r) * g r) atTop (𝓝 0) := by
      have h := ((exp_decay 1).const_mul a).add ((exp_decay 0).const_mul b)
      simp only [mul_zero, add_zero] at h
      have h' : Tendsto (fun r : ℝ => (a * r + b) * Real.exp (-2 * r)) atTop (𝓝 0) :=
        h.congr fun r => by ring
      refine squeeze_zero_norm (fun r => ?_) (by simpa only [norm_zero] using h'.norm)
      rw [norm_mul]
      exact mul_le_of_le_one_right (norm_nonneg _) (hg r)
    have limS := ((lin (1 / (4 + q ^ 2)) (4 / (4 + q ^ 2) ^ 2) (fun r => Real.cos (q * r))
      (fun r => Real.abs_cos_le_one _)).add
      (lin (2 / (4 + q ^ 2) / q) ((4 - q ^ 2) / (4 + q ^ 2) ^ 2 / q)
        (fun r => Real.sin (q * r)) (fun r => Real.abs_sin_le_one _))).const_mul (-4)
    simp only [mul_zero, add_zero] at limS
    have h := integral_Ioi_of_hasDerivAt_of_tendsto' (a := 0)
      (fun r _ => scattering_primitive hq r) (integrable_scattering hn q)
      (limS.congr fun r => by ring)
    refine h.trans ?_
    have hD : 4 + q ^ 2 ≠ 0 := by positivity
    rw [show 1 + q ^ 2 / 4 = (4 + q ^ 2) / 4 by ring]
    simp only [mul_zero, Real.exp_zero, Real.cos_zero, Real.sin_zero, zero_mul, zero_div,
      zero_add, add_zero, one_mul]
    field_simp
    norm_num
```

## What the flat core loses without its correction

Let $c>0$, $q\ge0$ and $qc\le\pi$, and take the pseudo-density that is constant inside the sphere. For $0<r<c$,

$$n(r)-\tilde n(r)=4\bigl(e^{-2r}-e^{-2c}\bigr)>0 .$$

Also $0\le qr<\pi$, so $\mathrm{sinc}(qr)>0$. The integrand of $\Delta$ is positive throughout the open sphere, hence $\Delta(q)>0$ and

$$F[\tilde n](q)=\frac1{(1+q^2/4)^2}-\Delta(q)<\frac1{(1+q^2/4)^2}.$$

The flat core has too little charge near the nucleus. The bound $qc\le\pi$ ensures that all the missing charge would scatter with the same sign; it is a sufficient condition for the inequality.

The proof first applies the closed form to `flatCoreDensity c`. Then `hd` and `hs` give the signs of the two factors, `hpos` integrates them to a positive number, and `linarith` subtracts it.

```lean
/-- For `c > 0`, `q ≥ 0` and `qc ≤ π`, the flat-core pseudo-density without its on-site
correction gives a form factor strictly below `1 / (1 + q²/4)²`. -/
theorem flat_core_underestimates {c q : ℝ} (hc : 0 < c) (hq : 0 ≤ q)
    (hqc : q * c ≤ Real.pi) :
    formFactor (flatCoreDensity c) q < 1 / (1 + q ^ 2 / 4) ^ 2 := by
  have hH : Continuous hydrogenDensity := by
    unfold hydrogenDensity
    fun_prop
  have hF : Continuous (flatCoreDensity c) := hH.comp (continuous_id.max continuous_const)
  have hS : Continuous fun r : ℝ => Real.sinc (q * r) :=
    Real.continuous_sinc.comp (by fun_prop)
  have h := hydrogen_paw_form_factor hc.le hF.continuousOn
    (fun r hr => by rw [flatCoreDensity, max_eq_left hr]) q
  -- the missing on-site term is positive throughout the sphere
  have hpos : 0 < onsiteCorrection hydrogenDensity (flatCoreDensity c) c q := by
    rw [onsiteCorrection, ← intervalIntegral.integral_of_le hc.le]
    refine intervalIntegral.intervalIntegral_pos_of_pos_on
      ((((hH.sub hF).mul (continuous_pow 2)).mul hS).intervalIntegrable 0 c)
      (fun r hr => ?_) hc
    have hd : 0 < hydrogenDensity r - flatCoreDensity c r := by
      rw [flatCoreDensity, max_eq_right hr.2.le, hydrogenDensity, hydrogenDensity]
      have := Real.exp_lt_exp.2 (show -2 * c < -2 * r by linarith [hr.2])
      linarith
    have hs : 0 < Real.sinc (q * r) := by
      rcases hq.eq_or_lt with h0 | h0
      · rw [← h0, zero_mul, Real.sinc_zero]
        exact one_pos
      · have hqr : 0 < q * r := mul_pos h0 hr.1
        rw [Real.sinc_of_ne_zero hqr.ne']
        exact div_pos (Real.sin_pos_of_pos_of_lt_pi hqr
          ((mul_lt_mul_of_pos_left hr.2 h0).trans_le hqc)) hqr
    exact mul_pos (mul_pos hd (pow_pos hr.1 2)) hs
  linarith

end

end PAWFormFactor
```

```lean
#print axioms PAWFormFactor.hydrogen_paw_form_factor
-- 'PAWFormFactor.hydrogen_paw_form_factor' depends on axioms: [propext, Classical.choice, Quot.sound]
#print axioms PAWFormFactor.flat_core_underestimates
-- 'PAWFormFactor.flat_core_underestimates' depends on axioms: [propext, Classical.choice, Quot.sound]
```
